# The mean energy of a normalised harmonic-oscillator state is at least $\hbar\omega/2$, with equality exactly when $m\omega x+ip$ annihilates it

A variational energy for a single harmonic vibrational mode, measured from the minimum of its potential, can be checked against the floor $\hbar\omega/2$: if a normalised trial state in a common invariant domain of $x$ and $p$ comes out lower, something in the calculation is wrong. The floor follows from the symmetry of $x$ and $p$, their commutator and a positive mass.

```lean
import Mathlib

open ComplexConjugate

namespace OscillatorZeroPoint

noncomputable section

section General

variable {V : Type*} [NormedAddCommGroup V] [InnerProductSpace ℂ V]

/-- Symmetric operators `x`, `p` obeying the canonical commutation relation `xp - px = iħ`. -/
structure CanonicalPair (hbar : ℝ) (x p : Module.End ℂ V) : Prop where
  x_symm : LinearMap.IsSymmetric x
  p_symm : LinearMap.IsSymmetric p
  ccr : x * p - p * x = (Complex.I * (hbar : ℂ)) • (1 : Module.End ℂ V)

/-- The oscillator Hamiltonian `p²/(2m) + m ω² x²/2`. -/
def hamiltonian (m ω : ℝ) (x p : Module.End ℂ V) : Module.End ℂ V :=
  ((1 / (2 * m) : ℝ) : ℂ) • (p * p) + ((m * ω ^ 2 / 2 : ℝ) : ℂ) • (x * x)

/-- The unnormalised lowering combination `s x + i p`. -/
def lowering (s : ℝ) (x p : Module.End ℂ V) : Module.End ℂ V :=
  (s : ℂ) • x + Complex.I • p

/-- The operator `A - c` measured from a real reference value `c`. -/
def centered (A : Module.End ℂ V) (c : ℝ) : Module.End ℂ V :=
  A - (c : ℂ) • (1 : Module.End ℂ V)

variable {hbar : ℝ} {x p : Module.End ℂ V}

/-- For a canonical pair, `2 Im ⟨x v, p v⟩ = ħ ‖v‖²`. -/
theorem two_im_inner (h : CanonicalPair hbar x p) (v : V) :
    2 * (inner ℂ (x v) (p v)).im = hbar * ‖v‖ ^ 2 := by
  have hv : inner ℂ v v = ((‖v‖ ^ 2 : ℝ) : ℂ) := by
    rw [inner_self_eq_norm_sq_to_K]
    exact (Complex.ofReal_pow ‖v‖ 2).symm
  -- expectation value of the commutation relation
  have h1 := congrArg (fun A : Module.End ℂ V => inner ℂ v (A v)) h.ccr
  simp only [LinearMap.sub_apply, Module.End.mul_apply, LinearMap.smul_apply,
    Module.End.one_apply, inner_sub_right, inner_smul_right] at h1
  have h2 : inner ℂ (p v) (x v) = conj (inner ℂ (x v) (p v)) := (inner_conj_symm _ _).symm
  rw [← h.x_symm v (p v), ← h.p_symm v (x v), h2, hv] at h1
  have h3 := congrArg Complex.im h1
  simp only [Complex.sub_im, Complex.conj_im, Complex.mul_im, Complex.mul_re, Complex.I_re,
    Complex.I_im, Complex.ofReal_re, Complex.ofReal_im] at h3
  linear_combination h3

/-- For a canonical pair, `‖(s x + i p) v‖² = s² ‖x v‖² + ‖p v‖² - s ħ ‖v‖²`. -/
theorem norm_lowering_sq (h : CanonicalPair hbar x p) (s : ℝ) (v : V) :
    ‖lowering s x p v‖ ^ 2 = s ^ 2 * ‖x v‖ ^ 2 + ‖p v‖ ^ 2 - s * hbar * ‖v‖ ^ 2 := by
  have h1 := norm_add_sq (𝕜 := ℂ) ((s : ℂ) • x v) (Complex.I • p v)
  -- the cross term is fixed by the commutator
  have h2 : RCLike.re (inner ℂ ((s : ℂ) • x v) (Complex.I • p v))
      = -(s * (inner ℂ (x v) (p v)).im) := by
    rw [inner_smul_left, inner_smul_right]
    simp only [RCLike.re_to_complex, Complex.conj_ofReal, Complex.mul_re, Complex.mul_im,
      Complex.I_re, Complex.I_im, Complex.ofReal_re, Complex.ofReal_im]
    ring
  have h3 : ‖(s : ℂ) • x v‖ ^ 2 = s ^ 2 * ‖x v‖ ^ 2 := by
    rw [norm_smul, mul_pow, Complex.norm_real, Real.norm_eq_abs, sq_abs]
  have h4 : ‖Complex.I • p v‖ = ‖p v‖ := by
    rw [norm_smul, Complex.norm_I, one_mul]
  have h5 : lowering s x p v = (s : ℂ) • x v + Complex.I • p v := by
    simp only [lowering, LinearMap.add_apply, LinearMap.smul_apply]
  rw [h5, h1, h2, h3, h4]
  linear_combination (-s) * two_im_inner h v

/-- For symmetric `x`, `p` the expectation `⟨v, H v⟩` is the real number
`‖p v‖²/(2m) + (m ω²/2) ‖x v‖²`. -/
theorem inner_hamiltonian (hx : LinearMap.IsSymmetric x) (hp : LinearMap.IsSymmetric p)
    (m ω : ℝ) (v : V) :
    inner ℂ v (hamiltonian m ω x p v)
      = ((‖p v‖ ^ 2 / (2 * m) + m * ω ^ 2 / 2 * ‖x v‖ ^ 2 : ℝ) : ℂ) := by
  have key : ∀ w : V, inner ℂ w w = ((‖w‖ ^ 2 : ℝ) : ℂ) := by
    intro w
    rw [inner_self_eq_norm_sq_to_K]
    exact (Complex.ofReal_pow ‖w‖ 2).symm
  simp only [hamiltonian, LinearMap.add_apply, LinearMap.smul_apply, Module.End.mul_apply,
    inner_add_right, inner_smul_right]
  rw [← hp v (p v), ← hx v (x v), key (p v), key (x v)]
  push_cast
  ring

/-- The energy splits as `(ħω/2) ‖v‖² + ‖(mω x + i p) v‖²/(2m)`. -/
theorem energy_decomposition (h : CanonicalPair hbar x p) {m : ℝ} (hm : m ≠ 0) (ω : ℝ) (v : V) :
    (inner ℂ v (hamiltonian m ω x p v)).re
      = hbar * ω / 2 * ‖v‖ ^ 2 + ‖lowering (m * ω) x p v‖ ^ 2 / (2 * m) := by
  rw [inner_hamiltonian h.x_symm h.p_symm, Complex.ofReal_re, norm_lowering_sq h]
  field_simp <;> ring

/-- Zero-point energy: for positive mass every unit vector has energy at least `ħω/2`, with
equality exactly when `(mω x + i p) v = 0`. -/
theorem zero_point_energy (h : CanonicalPair hbar x p) {m : ℝ} (hm : 0 < m) (ω : ℝ) {v : V}
    (hv : ‖v‖ = 1) :
    hbar * ω / 2 ≤ (inner ℂ v (hamiltonian m ω x p v)).re ∧
      ((inner ℂ v (hamiltonian m ω x p v)).re = hbar * ω / 2 ↔ lowering (m * ω) x p v = 0) := by
  have e := energy_decomposition h hm.ne' ω v
  rw [hv, one_pow, mul_one] at e
  have hq : 0 ≤ ‖lowering (m * ω) x p v‖ ^ 2 / (2 * m) := by positivity
  refine ⟨by linarith, fun hE => ?_, fun hL => ?_⟩
  · -- the excess above ħω/2 is a squared norm
    have hq0 : ‖lowering (m * ω) x p v‖ ^ 2 / (2 * m) = 0 := by linarith
    rcases div_eq_zero_iff.mp hq0 with h0 | h0
    · exact norm_eq_zero.mp ((pow_eq_zero_iff two_ne_zero).mp h0)
    · exfalso
      linarith
  · rw [e, hL]
    simp

/-- Dimensionless form: for symmetric `x`, `p` with `xp - px = i` and `H = (x² + p²)/2`, every unit
vector has `⟨v, H v⟩ ≥ 1/2`, with equality exactly when `(x + i p) v = 0`. -/
theorem zero_point_energy_dimensionless (hx : LinearMap.IsSymmetric x)
    (hp : LinearMap.IsSymmetric p) (hc : x * p - p * x = Complex.I • (1 : Module.End ℂ V))
    {v : V} (hv : ‖v‖ = 1) :
    1 / 2 ≤ (inner ℂ v (((1 / 2 : ℂ) • (x * x + p * p)) v)).re ∧
      ((inner ℂ v (((1 / 2 : ℂ) • (x * x + p * p)) v)).re = 1 / 2 ↔
        (x + Complex.I • p) v = 0) := by
  have h : CanonicalPair 1 x p := ⟨hx, hp, by rw [hc, Complex.ofReal_one, mul_one]⟩
  have hH : hamiltonian 1 1 x p = (1 / 2 : ℂ) • (x * x + p * p) := by
    unfold hamiltonian
    push_cast
    module
  have hL : lowering (1 * 1) x p = x + Complex.I • p := by
    simp [lowering]
  have hhalf : (1 * 1 / 2 : ℝ) = 1 / 2 := by norm_num
  have main := zero_point_energy h (m := 1) one_pos 1 hv
  rw [hH, hL, hhalf] at main
  exact main

/-- A unit vector annihilated by `s x + i p` with `s ≠ 0` has second moments
`‖x v‖² = ħ/(2s)` and `‖p v‖² = ħ s/2`. -/
theorem second_moments_of_lowering_eq_zero (h : CanonicalPair hbar x p) {s : ℝ} (hs : s ≠ 0)
    {v : V} (hv : ‖v‖ = 1) (hL : lowering s x p v = 0) :
    ‖x v‖ ^ 2 = hbar / (2 * s) ∧ ‖p v‖ ^ 2 = hbar * s / 2 := by
  have h1 := norm_lowering_sq h s v
  rw [hL, hv, norm_zero] at h1
  have h5 : lowering s x p v = (s : ℂ) • x v + Complex.I • p v := by
    simp only [lowering, LinearMap.add_apply, LinearMap.smul_apply]
  have h2 : (s : ℂ) • x v = -(Complex.I • p v) :=
    eq_neg_of_add_eq_zero_left (h5.symm.trans hL)
  -- the two terms have equal norms
  have h3 := congrArg (fun w : V => ‖w‖ ^ 2) h2
  simp only [norm_neg, norm_smul, mul_pow, Complex.norm_real, Real.norm_eq_abs, sq_abs,
    Complex.norm_I, one_mul, one_pow] at h3
  constructor
  · rw [eq_div_iff (mul_ne_zero two_ne_zero hs)]
    apply mul_left_cancel₀ hs
    linear_combination h3 - h1
  · linear_combination (-1 / 2) * h1 - (1 / 2) * h3

/-- Heisenberg's inequality: for a unit vector and any real reference values `α`, `β`,
`‖(x - α) v‖ ‖(p - β) v‖ ≥ ħ/2`. -/
theorem heisenberg (h : CanonicalPair hbar x p) (α β : ℝ) {v : V} (hv : ‖v‖ = 1) :
    hbar / 2 ≤ ‖centered x α v‖ * ‖centered p β v‖ := by
  have hs : ∀ (A : Module.End ℂ V) (c : ℝ), LinearMap.IsSymmetric A →
      LinearMap.IsSymmetric (centered A c) := by
    intro A c hA u w
    simp only [centered, LinearMap.sub_apply, LinearMap.smul_apply, Module.End.one_apply,
      inner_sub_left, inner_sub_right, inner_smul_left, inner_smul_right, Complex.conj_ofReal,
      hA u w]
  -- real shifts leave the commutator unchanged
  have hc : centered x α * centered p β - centered p β * centered x α = x * p - p * x := by
    simp only [centered, mul_sub, sub_mul, smul_mul_assoc, mul_smul_comm, one_mul, mul_one]
    module
  have h' : CanonicalPair hbar (centered x α) (centered p β) :=
    ⟨hs x α h.x_symm, hs p β h.p_symm, hc.trans h.ccr⟩
  have h1 := two_im_inner h' v
  rw [hv, one_pow, mul_one] at h1
  have h2 : (inner ℂ (centered x α v) (centered p β v)).im
      ≤ ‖inner ℂ (centered x α v) (centered p β v)‖ :=
    (le_abs_self _).trans (Complex.abs_im_le_norm _)
  have h3 := norm_inner_le_norm (𝕜 := ℂ) (centered x α v) (centered p β v)
  linarith

end General

section Ladder

variable {V : Type*} [NormedAddCommGroup V] [InnerProductSpace ℂ V]

/-- For a basis `|n⟩`, the vectors `0` at index `0` and `√(n+1) |n⟩` at index `n + 1`. -/
def lowerKet (e : Module.Basis ℕ ℂ V) : ℕ → V
  | 0 => 0
  | n + 1 => ((Real.sqrt ((n : ℝ) + 1) : ℝ) : ℂ) • e n

/-- The annihilation operator of a basis `|n⟩`: `a|0⟩ = 0`, `a|n+1⟩ = √(n+1) |n⟩`. -/
def annihilate (e : Module.Basis ℕ ℂ V) : Module.End ℂ V := e.constr ℂ (lowerKet e)

/-- The creation operator of a basis `|n⟩`: `a†|n⟩ = √(n+1) |n+1⟩`. -/
def create (e : Module.Basis ℕ ℂ V) : Module.End ℂ V :=
  e.constr ℂ (fun n : ℕ => ((Real.sqrt ((n : ℝ) + 1) : ℝ) : ℂ) • e (n + 1))

/-- For an orthonormal algebraic basis `|n⟩` the ladder operators satisfy
`⟨a† u, w⟩ = ⟨u, a w⟩`, `a a† - a† a = 1` and `a|0⟩ = 0`. -/
theorem ladder_relations (e : Module.Basis ℕ ℂ V) (he : Orthonormal ℂ e) :
    (∀ u w : V, inner ℂ (create e u) w = inner ℂ u (annihilate e w)) ∧
      annihilate e * create e - create e * annihilate e = 1 ∧ annihilate e (e 0) = 0 := by
  have hc : ∀ n : ℕ, create e (e n)
      = ((Real.sqrt ((n : ℝ) + 1) : ℝ) : ℂ) • e (n + 1) := by
    intro n
    simp only [create, Module.Basis.constr_basis]
  have ha0 : annihilate e (e 0) = 0 := by
    simp only [annihilate, Module.Basis.constr_basis, lowerKet]
  have has : ∀ n : ℕ, annihilate e (e (n + 1))
      = ((Real.sqrt ((n : ℝ) + 1) : ℝ) : ℂ) • e n := by
    intro n
    simp only [annihilate, Module.Basis.constr_basis, lowerKet]
  have hon := orthonormal_iff_ite.mp he
  have hsq : ∀ n : ℕ, ((Real.sqrt ((n : ℝ) + 1) : ℝ) : ℂ) * ((Real.sqrt ((n : ℝ) + 1) : ℝ) : ℂ)
      = (n : ℂ) + 1 := by
    intro n
    rw [← Complex.ofReal_mul, Real.mul_self_sqrt (by positivity)]
    simp
  -- adjointness on basis vectors
  have hb : ∀ i j : ℕ, inner ℂ (create e (e i)) (e j) = inner ℂ (e i) (annihilate e (e j)) := by
    intro i j
    cases j with
    | zero =>
      rw [hc i, ha0, inner_smul_left, hon (i + 1) 0, inner_zero_right]
      simp
    | succ j =>
      rw [hc i, has j, inner_smul_left, inner_smul_right, hon (i + 1) (j + 1), hon i j,
        Complex.conj_ofReal]
      by_cases h : i = j
      · subst h
        simp
      · simp [h]
  -- extension by linearity in the second slot
  have hb1 : ∀ (i : ℕ) (w : V), inner ℂ (create e (e i)) w
      = inner ℂ (e i) (annihilate e w) := by
    intro i w
    have hw := e.mem_span w
    induction hw using Submodule.span_induction with
    | mem y hy =>
      obtain ⟨j, rfl⟩ := hy
      exact hb i j
    | zero => simp only [map_zero, inner_zero_right]
    | add y z _ _ hy hz => simp only [map_add, inner_add_right, hy, hz]
    | smul c y _ hy => simp only [map_smul, inner_smul_right, hy]
  refine ⟨fun u w => ?_, ?_, ha0⟩
  · have hu := e.mem_span u
    induction hu using Submodule.span_induction with
    | mem y hy =>
      obtain ⟨i, rfl⟩ := hy
      exact hb1 i w
    | zero => simp only [map_zero, inner_zero_left]
    | add y z _ _ hy hz => simp only [map_add, inner_add_left, hy, hz]
    | smul c y _ hy => simp only [map_smul, inner_smul_left, hy]
  · apply e.ext
    intro n
    simp only [LinearMap.sub_apply, Module.End.mul_apply, Module.End.one_apply]
    cases n with
    | zero =>
      rw [hc 0, map_smul, has 0, ha0, map_zero (create e), smul_smul, hsq 0]
      simp
    | succ n =>
      rw [hc (n + 1), map_smul, has (n + 1), has n, map_smul, hc n, smul_smul, smul_smul,
        hsq (n + 1), hsq n]
      push_cast
      module

/-- The normalisation `1/√2` of the quadratures. -/
def quadScale : ℝ := (Real.sqrt 2)⁻¹

/-- The position quadrature `(a + a†)/√2` of a basis `|n⟩`. -/
def quadX (e : Module.Basis ℕ ℂ V) : Module.End ℂ V :=
  (quadScale : ℂ) • (annihilate e + create e)

/-- The momentum quadrature `-i (a - a†)/√2` of a basis `|n⟩`. -/
def quadP (e : Module.Basis ℕ ℂ V) : Module.End ℂ V :=
  (-Complex.I * (quadScale : ℂ)) • (annihilate e - create e)

/-- The quadratures of an orthonormal algebraic basis `|n⟩` form a canonical pair with `ħ = 1`,
and `|0⟩` is annihilated by `x + i p`. -/
theorem quadratures_canonical (e : Module.Basis ℕ ℂ V) (he : Orthonormal ℂ e) :
    CanonicalPair 1 (quadX e) (quadP e) ∧ (quadX e + Complex.I • quadP e) (e 0) = 0 := by
  obtain ⟨adj, comm, ha0⟩ := ladder_relations e he
  have adj' : ∀ u w : V, inner ℂ (annihilate e u) w = inner ℂ u (create e w) := by
    intro u w
    rw [← inner_conj_symm (𝕜 := ℂ) (annihilate e u) w, ← adj w u, inner_conj_symm]
  have hq : (quadScale : ℂ) * (quadScale : ℂ) = 1 / 2 := by
    rw [← Complex.ofReal_mul]
    unfold quadScale
    rw [← mul_inv, Real.mul_self_sqrt (by norm_num)]
    simp
  refine ⟨⟨fun u w => ?_, fun u w => ?_, ?_⟩, ?_⟩
  · simp only [quadX, LinearMap.smul_apply, LinearMap.add_apply, inner_smul_left,
      inner_smul_right, inner_add_left, inner_add_right, adj, adj', Complex.conj_ofReal]
    ring
  · simp only [quadP, LinearMap.smul_apply, LinearMap.sub_apply, inner_smul_left,
      inner_smul_right, inner_sub_left, inner_sub_right, adj, adj', map_mul, map_neg,
      Complex.conj_I, Complex.conj_ofReal]
    ring
  · -- the quadrature commutator reduces to the ladder commutator
    have h1 : quadX e * quadP e - quadP e * quadX e
        = (2 * Complex.I * ((quadScale : ℂ) * (quadScale : ℂ))) •
          (annihilate e * create e - create e * annihilate e) := by
      simp only [quadX, quadP, smul_mul_assoc, mul_smul_comm, mul_add, add_mul, mul_sub, sub_mul]
      module
    have h2 : 2 * Complex.I * (1 / 2) = Complex.I * ((1 : ℝ) : ℂ) := by
      push_cast
      ring
    rw [h1, comm, hq, h2]
  · have hs : (quadScale : ℂ) - Complex.I * (-Complex.I * (quadScale : ℂ)) = 0 := by
      linear_combination (quadScale : ℂ) * Complex.I_mul_I
    simp only [quadX, quadP, LinearMap.add_apply, LinearMap.smul_apply, LinearMap.sub_apply, ha0]
    rw [zero_add, zero_sub, smul_smul, smul_neg, ← sub_eq_add_neg, ← sub_smul, hs, zero_smul]

end Ladder

section FockSpace

/-- The standard unit vector number `n` of `ℓ²(ℕ)`. -/
def ket (n : ℕ) : lp (fun _ : ℕ => ℂ) 2 := lp.single 2 n (1 : ℂ)

/-- The standard unit vectors of `ℓ²(ℕ)` are orthonormal. -/
theorem ket_orthonormal : Orthonormal ℂ ket := by
  rw [orthonormal_iff_ite]
  intro i j
  unfold ket
  rw [lp.inner_single_left]
  by_cases h : i = j
  · subst h
    first
      | (rw [lp.single_apply_self, if_pos rfl]; simp)
      | simp [lp.single_apply]
  · first
      | (rw [lp.single_apply_ne 2 j _ h, if_neg h]; simp)
      | simp [lp.single_apply, Pi.single_apply, h]

/-- Finite linear combinations of the standard unit vectors of `ℓ²(ℕ)`. -/
abbrev Fock : Type := ↥(Submodule.span ℂ (Set.range ket))

/-- The basis `|0⟩, |1⟩, …` of `Fock`. -/
def numberBasis : Module.Basis ℕ ℂ Fock :=
  Module.Basis.span ket_orthonormal.linearIndependent

/-- The position quadrature `(a + a†)/√2` on `Fock`. -/
def fockX : Module.End ℂ Fock := quadX (V := Fock) numberBasis

/-- The momentum quadrature `-i (a - a†)/√2` on `Fock`. -/
def fockP : Module.End ℂ Fock := quadP (V := Fock) numberBasis

/-- On `Fock` the basis `|n⟩` is orthonormal, the quadratures form a canonical pair with `ħ = 1`,
and the unit vector `|0⟩` is annihilated by `x + i p`. -/
theorem canonicalPair_witness :
    Orthonormal ℂ numberBasis ∧ CanonicalPair 1 fockX fockP ∧ ‖numberBasis 0‖ = 1 ∧
      (fockX + Complex.I • fockP) (numberBasis 0) = 0 := by
  have hon : Orthonormal ℂ numberBasis := by
    have hcoe : ∀ n : ℕ, ((numberBasis n : Fock) : lp (fun _ : ℕ => ℂ) 2) = ket n := by
      intro n
      first
        | exact Module.Basis.span_apply _ n
        | simp [numberBasis, Module.Basis.span_apply]
        | simp [numberBasis, Module.Basis.span]
    rw [orthonormal_iff_ite]
    intro i j
    rw [Submodule.coe_inner, hcoe i, hcoe j]
    exact orthonormal_iff_ite.mp ket_orthonormal i j
  have h := quadratures_canonical (V := Fock) numberBasis hon
  exact ⟨hon, h.1, hon.1 0, h.2⟩

end FockSpace

end

end OscillatorZeroPoint
```

```lean
#print axioms OscillatorZeroPoint.zero_point_energy
#print axioms OscillatorZeroPoint.zero_point_energy_dimensionless
#print axioms OscillatorZeroPoint.second_moments_of_lowering_eq_zero
#print axioms OscillatorZeroPoint.heisenberg
```

```
'OscillatorZeroPoint.zero_point_energy' depends on axioms: [propext, Classical.choice, Quot.sound]
'OscillatorZeroPoint.zero_point_energy_dimensionless' depends on axioms: [propext, Classical.choice, Quot.sound]
'OscillatorZeroPoint.second_moments_of_lowering_eq_zero' depends on axioms: [propext, Classical.choice, Quot.sound]
'OscillatorZeroPoint.heisenberg' depends on axioms: [propext, Classical.choice, Quot.sound]
```

## Operators and their domain

`V` is a complex inner product space, not assumed complete. It stands for a domain that $x$ and $p$ map into itself, so products such as $xp$ are defined on every vector. `CanonicalPair hbar x p` says that both operators are symmetric and that $xp-px=i\hbar$. This commutator is postulated; it encodes the incompatibility of position and momentum. Self-adjointness and the spectrum of $H$ are not addressed.

`hamiltonian m ω x p` is $H=p^2/(2m)+m\omega^2x^2/2$, and `lowering s x p` is $L_s=sx+ip$, without the usual normalising factor. The theorem `zero_point_energy` assumes $m>0$ and $\|v\|=1$. It allows any real $\hbar$ and $\omega$, though the physical case has both positive. Setting $m=\omega=\hbar=1$ gives `zero_point_energy_dimensionless`: for $H=(x^2+p^2)/2$ the bound is $1/2$, attained exactly when $(x+ip)v=0$.

## The excess energy is a squared norm

The inner product is conjugate-linear in its first slot. Taking the expectation of the commutator and using symmetry gives

$$i\hbar\|v\|^2=\langle xv,pv\rangle-\langle pv,xv\rangle=2i\,\mathrm{Im}\langle xv,pv\rangle .$$

This is `two_im_inner`, which applies $\langle v,\cdot\,v\rangle$ to both sides of the commutation relation and compares imaginary parts. Next, for real $s$,

$$\begin{aligned}\|L_sv\|^2&=s^2\|xv\|^2+\|pv\|^2+2\,\mathrm{Re}\big(is\langle xv,pv\rangle\big)\\&=s^2\|xv\|^2+\|pv\|^2-s\hbar\|v\|^2,\end{aligned}$$

which is `norm_lowering_sq`. Symmetry also gives `inner_hamiltonian`:

$$\langle v,Hv\rangle=\frac{\|pv\|^2}{2m}+\frac{m\omega^2}{2}\|xv\|^2 .$$

The expectation is therefore real, and the `.re` in the theorems discards nothing. Putting $s=m\omega$ and dividing the norm identity by $2m$ yields `energy_decomposition`:

$$\langle v,Hv\rangle=\frac{\hbar\omega}{2}\|v\|^2+\frac{\|L_{m\omega}v\|^2}{2m}.$$

For a unit vector and $m>0$, the last term is non-negative (`positivity`) and vanishes exactly when $L_{m\omega}v=0$.

## Widths and an explicit ground state

If $L_sv=0$ with $s\neq0$ and $\|v\|=1$, then $sxv=-ipv$, so $s^2\|xv\|^2=\|pv\|^2$. The norm identity becomes $2s^2\|xv\|^2=s\hbar$, hence $\|xv\|^2=\hbar/(2s)$ and $\|pv\|^2=\hbar s/2$.

Real shifts $\alpha,\beta$ preserve symmetry and the commutator. For a unit vector $v$, the first identity and Cauchy–Schwarz then give `heisenberg`:

$$\frac{\hbar}{2}=\mathrm{Im}\langle(x-\alpha)v,(p-\beta)v\rangle\le\|(x-\alpha)v\|\,\|(p-\beta)v\|.$$

Equality in the energy bound does occur. `Fock` consists of finite combinations of the unit vectors $|n\rangle$ of $\ell^2(\mathbb N)$, with $a|0\rangle=0$, $a|n+1\rangle=\sqrt{n+1}\,|n\rangle$ and $a^\dagger|n\rangle=\sqrt{n+1}\,|n+1\rangle$. `ladder_relations` checks adjointness on basis vectors and extends it by linearity; on $|n\rangle$ the commutator $aa^\dagger-a^\dagger a$ gives $(n+1)-n=1$. With $x=(a+a^\dagger)/\sqrt2$ and $p=-i(a-a^\dagger)/\sqrt2$,

$$xp-px=-\tfrac i2\big(-2(aa^\dagger-a^\dagger a)\big)=i,\qquad x+ip=\sqrt2\,a,$$

so $x+ip$ annihilates $|0\rangle$.

## Without the commutator, and with another one

Without the commutation relation the bound fails: on $\mathbb C$, $x=p=0$ are symmetric and every energy is $0$. These are the oscillator's matrices of $x$ and $p$ truncated to the level $|0\rangle$; squaring them after the truncation loses the zero-point energy.

The same expansion works for the components of angular momentum, where $J_xJ_y-J_yJ_x=i\hbar J_z$. Since $\|(J_x\pm iJ_y)v\|^2\ge0$, one finds $\langle J_x^2+J_y^2\rangle\ge\hbar|\langle J_z\rangle|$, an inequality that the Lean code does not prove.
